# A density matrix that commutes with every component of a half-odd spin has eigenvalues of even multiplicity

Put one electron in a block and one in its environment, and let the pair be in the singlet state

(|↑⟩|↓⟩ − |↓⟩|↑⟩) / √2.

The reduced density matrix of the block is half the identity, so the weight 1/2 occurs twice. If only |↑⟩ is kept, the x spin component leads out of the kept space, because it sends |↑⟩ to |↓⟩/2. A count of z spins shows that no single state could do better. On a kept space that the x and y components map into itself, the z component is, up to a factor i, their commutator and so has trace zero. The values 1/2 and −1/2 add to zero, but one half-odd number alone cannot.

The same count works for any finite-dimensional block whose z spin has only half-odd eigenvalues, that is, eigenvalues of the form k + 1/2 with k an integer.

## Counting half-odd eigenvalues

Let Jx, Jy and Jz act on a complex space of finite dimension d, with

Jx Jy − Jy Jx = i Jz.

The trace of the left side vanishes, since tr(Jx Jy) = tr(Jy Jx). Hence tr Jz = 0. The trace is also the sum of the d eigenvalues of Jz, counted with algebraic multiplicity. If each is an integer plus 1/2, then for some integer K

0 = tr Jz = K + d/2,

so d = −2K, and d is even.

Now let W be a subspace that Jx and Jy map into itself. For v in W,

i Jz v = Jx Jy v − Jy Jx v

lies in W, so Jz preserves W too. The restricted operators obey the same commutator, and every eigenvalue of the restricted Jz is an eigenvalue of Jz. The count applies again, and W has even dimension.

Let ρ commute with Jx and Jy. If ρv = wv, then for J = Jx or Jy

ρ(Jv) = J(ρv) = w Jv.

Each eigenspace of ρ is therefore preserved by Jx and Jy and has even dimension.

For truncation, keep the span of some eigenvectors of ρ. Suppose that whenever an eigenvector is kept, the whole eigenspace of its weight is kept. Then Jx and Jy send each kept eigenvector into the kept space, which is thus invariant and of even dimension. If the kept dimension is odd, some eigenspace must have been cut.

## From a singlet to a commuting density matrix

Write a state of block and environment as Σ C_ij |i⟩|j⟩, with i labelling block configurations and j environment states. A spin component with matrix A on the block and B on the environment changes the coefficient matrix C into

A C + C Bᵀ.

The block's density matrix is ρ = C Cᴴ, up to normalisation. If the component annihilates the state, then A C = −C Bᵀ. For Hermitian A and B the adjoint of this equation is Cᴴ A = −Bᵀ Cᴴ, and so

ρA = C Cᴴ A = −C Bᵀ Cᴴ = A C Cᴴ = Aρ.

In a singlet this holds for the x and y components. It remains to see that the block's z spin is half-odd. A configuration with n↑ spin-up and n↓ spin-down electrons has z spin (n↑ − n↓)/2. If n↑ + n↓ = 2m + 1, this equals m − n↓ + 1/2. In a singlet, a block with an odd number of electrons in every configuration therefore has density-matrix weights of even multiplicity.

In DMRG, where a finite block is truncated to eigenvectors of its density matrix, keeping an odd number of states from the block's odd-electron sector therefore breaks the spin symmetry of the block basis. Each member of a spin multiplet counts as one state here.

## The eigenvalue count in Lean

```lean
import Mathlib

open Matrix Module

namespace SpinMultipletTruncation

noncomputable section
```

Operators are elements of `Module.End ℂ V`, the linear maps from a complex space `V` to itself. The half-odd condition is a property of one such operator.

```lean
/-- Every eigenvalue of the operator `J` is a half-odd integer. -/
def HalfOddSpectrum {V : Type*} [AddCommGroup V] [Module ℂ V] (J : Module.End ℂ V) : Prop :=
  ∀ μ : ℂ, J.HasEigenvalue μ → ∃ k : ℤ, μ = k + 1 / 2
```

The next lemma adds up a list of half-odd numbers, by induction on the list. Each new member adds its integer part to `K` and one half to the rest.

```lean
/-- A sum of `d` half-odd integers is an integer plus `d / 2`. -/
theorem sum_half_odd (s : Multiset ℂ) (hs : ∀ μ ∈ s, ∃ k : ℤ, μ = k + 1 / 2) :
    ∃ K : ℤ, s.sum = K + (s.card : ℂ) / 2 := by
  induction s using Multiset.induction_on with
  | empty => exact ⟨0, by simp⟩
  | cons a s ih =>
    obtain ⟨K, hK⟩ := ih fun μ hμ => hs μ (Multiset.mem_cons_of_mem hμ)
    obtain ⟨k, hk⟩ := hs a (Multiset.mem_cons_self a s)
    refine ⟨k + K, ?_⟩
    rw [Multiset.sum_cons, Multiset.card_cons, hK, hk]
    push_cast
    ring
```

The dimension d is `finrank ℂ V`. The theorem below assumes one commutator and the half-odd spectrum of `Jz`. It requires neither the other two su(2) relations nor Hermitian operators, so the usual operators of a half-odd spin are a special case. Some condition on the spectrum is needed: on a one-dimensional space, three zero operators satisfy the commutator.

```lean
variable {V : Type*} [AddCommGroup V] [Module ℂ V] [FiniteDimensional ℂ V]

/-- A finite-dimensional space carrying operators with `[Jx, Jy] = i Jz`, where `Jz` has only
half-odd eigenvalues, has even dimension. -/
theorem even_dimension {Jx Jy Jz : Module.End ℂ V}
    (h : Jx * Jy - Jy * Jx = Complex.I • Jz) (hz : HalfOddSpectrum Jz) :
    Even (finrank ℂ V) := by
  -- a commutator is traceless
  have ht : LinearMap.trace ℂ V Jz = 0 := by
    have h1 := congrArg (LinearMap.trace ℂ V) h
    rw [map_sub, LinearMap.trace_mul_comm, sub_self, map_smul, smul_eq_mul] at h1
    exact (mul_eq_zero.mp h1.symm).resolve_left Complex.I_ne_zero
  -- the trace is the sum of the eigenvalues
  rw [LinearMap.trace_eq_matrix_trace ℂ (finBasis ℂ V), Matrix.trace_eq_sum_roots_charpoly,
    LinearMap.charpoly_toMatrix] at ht
  have hcard : Jz.charpoly.roots.card = finrank ℂ V := by
    rw [Polynomial.splits_iff_card_roots.mp (IsAlgClosed.splits _), LinearMap.charpoly_natDegree]
  obtain ⟨K, hK⟩ := sum_half_odd Jz.charpoly.roots fun μ hμ =>
    hz μ ((Module.End.hasEigenvalue_iff_isRoot_charpoly Jz μ).mpr (Polynomial.isRoot_of_mem_roots hμ))
  rw [ht, hcard] at hK
  -- parity of the number of eigenvalues
  have h2 : ((finrank ℂ V : ℕ) : ℂ) = -2 * (K : ℂ) := by linear_combination -2 * hK
  have h3 : ((finrank ℂ V : ℕ) : ℤ) = -2 * K := by exact_mod_cast h2
  rw [Nat.even_iff]
  omega
```

The first block of the proof takes the trace of the commutator and cancels the factor i. The trace is then rewritten as the sum of the roots of the characteristic polynomial, and `hcard` states that there are d of them, because the polynomial splits over the complex numbers. With `sum_half_odd` this gives d = −2K, first as an equation between complex numbers and then between integers, from which `omega` reads off the parity.

## Invariant subspaces and eigenspaces

```lean
/-- If `[Jx, Jy] = i Jz` on a finite-dimensional space and `Jz` has only half-odd eigenvalues, every
subspace that `Jx` and `Jy` map into itself has even dimension. -/
theorem even_dimension_of_invariant {Jx Jy Jz : Module.End ℂ V}
    (h : Jx * Jy - Jy * Jx = Complex.I • Jz) (hz : HalfOddSpectrum Jz) (W : Submodule ℂ V)
    (hx : ∀ v ∈ W, Jx v ∈ W) (hy : ∀ v ∈ W, Jy v ∈ W) : Even (finrank ℂ W) := by
  -- `Jz` preserves the subspace because it is a commutator
  have hJz : ∀ v ∈ W, Jz v ∈ W := by
    intro v hv
    have h1 : Jx (Jy v) - Jy (Jx v) = Complex.I • Jz v := LinearMap.congr_fun h v
    have h2 : Complex.I • Jz v ∈ W := h1 ▸ W.sub_mem (hx _ (hy v hv)) (hy _ (hx v hv))
    exact (W.smul_mem_iff Complex.I_ne_zero).mp h2
  refine even_dimension (Jx := Jx.restrict hx) (Jy := Jy.restrict hy) (Jz := Jz.restrict hJz)
    (LinearMap.ext fun v => Subtype.ext (LinearMap.congr_fun h (v : V))) ?_
  intro μ hμ
  obtain ⟨v, hv⟩ := hμ.exists_hasEigenvector
  have hv1 : Jz (v : V) = μ • (v : V) := congrArg Subtype.val hv.apply_eq_smul
  have hv2 : (v : V) ≠ 0 := fun h0 => hv.2 (Subtype.ext h0)
  exact hz μ (Module.End.hasEigenvalue_of_hasEigenvector
    ⟨Module.End.mem_eigenspace_iff.mpr hv1, hv2⟩)
```

Here `hJz` is the step that puts Jz v in W. The operators are then restricted to `W` and handed to `even_dimension`. The remaining lines show that an eigenvector of the restricted `Jz`, seen as a vector of `V`, is an eigenvector of `Jz` with the same eigenvalue.

```lean
/-- An operator that commutes with `ρ` maps each eigenspace of `ρ` into itself. -/
theorem eigenspace_invariant {V : Type*} [AddCommGroup V] [Module ℂ V] {ρ J : Module.End ℂ V}
    (h : Commute ρ J) (w : ℂ) : ∀ v ∈ ρ.eigenspace w, J v ∈ ρ.eigenspace w := by
  intro v hv
  rw [Module.End.mem_eigenspace_iff] at hv ⊢
  have h1 : ρ (J v) = J (ρ v) := LinearMap.congr_fun h.eq v
  rw [h1, hv, map_smul]
```

This is the calculation ρ(Jv) = w Jv. Together the two lemmas give the main statement.

```lean
/-- On a finite-dimensional space let `[Jx, Jy] = i Jz`, with only half-odd eigenvalues of `Jz`, and
let `ρ` commute with `Jx` and `Jy`. Then every eigenspace of `ρ` has even dimension. -/
theorem even_multiplicity {Jx Jy Jz ρ : Module.End ℂ V}
    (h : Jx * Jy - Jy * Jx = Complex.I • Jz) (hz : HalfOddSpectrum Jz)
    (hx : Commute ρ Jx) (hy : Commute ρ Jy) (w : ℂ) : Even (finrank ℂ (ρ.eigenspace w)) :=
  even_dimension_of_invariant h hz _ (eigenspace_invariant hx w) (eigenspace_invariant hy w)
```

Multiplicity means the dimension of the eigenspace, which for a Hermitian ρ is also the multiplicity as a root of the characteristic polynomial. The number `w` is arbitrary; if it is not an eigenvalue, the eigenspace has dimension zero.

## An odd number of kept states

The kept eigenvectors form a set `B`, and the kept space is its span. The number of kept states is the dimension of that span, so linearly dependent vectors in `B` are not counted twice.

```lean
/-- In the setting of `even_multiplicity`, let the kept space be spanned by a set `B` of
eigenvectors of `ρ` and have odd dimension. Then some kept eigenvector has a weight `w` whose
eigenspace is not wholly kept. -/
theorem odd_truncation_splits {Jx Jy Jz ρ : Module.End ℂ V}
    (h : Jx * Jy - Jy * Jx = Complex.I • Jz) (hz : HalfOddSpectrum Jz)
    (hx : Commute ρ Jx) (hy : Commute ρ Jy) (B : Set V)
    (hB : ∀ b ∈ B, ∃ w, ρ.HasEigenvector w b) (hodd : Odd (finrank ℂ (Submodule.span ℂ B))) :
    ∃ w, ∃ b ∈ B, ρ.HasEigenvector w b ∧ ¬ ρ.eigenspace w ≤ Submodule.span ℂ B := by
  by_contra hcon
  push Not at hcon
  -- if all touched eigenspaces were kept whole, the kept space would be spin invariant
  have inv : ∀ J : Module.End ℂ V, Commute ρ J →
      ∀ v ∈ Submodule.span ℂ B, J v ∈ Submodule.span ℂ B := by
    intro J hJ
    have hle : Submodule.span ℂ B ≤ (Submodule.span ℂ B).comap J := by
      refine Submodule.span_le.mpr fun b hb => ?_
      obtain ⟨w, hw⟩ := hB b hb
      exact hcon w b hb hw (eigenspace_invariant hJ w b hw.1)
    exact fun v hv => hle hv
  exact Nat.not_even_iff_odd.mpr hodd
    (even_dimension_of_invariant h hz _ (inv Jx hx) (inv Jy hy))
```

The conclusion supplies a kept eigenvector `b` whose weight `w` has an eigenspace not contained in the kept space. The proof assumes the contrary, derives invariance under any operator that commutes with `ρ` (the step `inv`), and contradicts the odd dimension.

The cut eigenspace may contain several spin multiplets that share a weight. That spin symmetry itself is lost follows from `even_dimension_of_invariant`: a space of odd dimension cannot be preserved by both `Jx` and `Jy`. An even number of kept states carries no guarantee, since two states taken from a spin-3/2 quartet also split it.

## Blocks with an odd number of electrons

The finite types `a` and `b` label the block configurations and the environment states. The functions `up` and `dn` give n↑ and n↓ for each configuration, and ħ is set to 1.

```lean
variable {a b : Type*} [Fintype a] [DecidableEq a] [Fintype b]

/-- The z spin of a block in a basis of configurations `k` with `up k` spin-up and `dn k`
spin-down electrons. -/
def spinZ (up dn : a → ℕ) : Matrix a a ℂ := diagonal fun k => ((up k : ℂ) - dn k) / 2

/-- A component of the total spin, `A` on the block plus `B` on the environment, applied to the
state with coefficient matrix `C`. -/
def totalSpin (A : Matrix a a ℂ) (B : Matrix b b ℂ) (C : Matrix a b ℂ) : Matrix a b ℂ :=
  A * C + C * Bᵀ

/-- The (unnormalised) reduced density matrix of the block in the state with coefficients `C`. -/
def reducedDensity (C : Matrix a b ℂ) : Matrix a a ℂ := C * Cᴴ
```

Dividing `reducedDensity C` by its trace, when `C` is not zero, gives the normalised density matrix. This rescales the weights and leaves their multiplicities alone.

```lean
/-- If every configuration has an odd number of electrons, the z spin has only half-odd
eigenvalues. -/
theorem spinZ_halfOdd (up dn : a → ℕ) (hN : ∀ k, Odd (up k + dn k)) :
    HalfOddSpectrum (toLin' (spinZ up dn)) := by
  intro μ hμ
  obtain ⟨v, hv⟩ := hμ.exists_hasEigenvector
  obtain ⟨k, hk⟩ := Function.ne_iff.mp hv.2
  have e := congrFun hv.apply_eq_smul k
  rw [toLin'_apply, spinZ, mulVec_diagonal, Pi.smul_apply, smul_eq_mul] at e
  have e' : ((up k : ℂ) - dn k) / 2 = μ := mul_right_cancel₀ hk e
  obtain ⟨m, hm⟩ := hN k
  have hm' : (up k : ℂ) + dn k = 2 * m + 1 := by exact_mod_cast hm
  refine ⟨(m : ℤ) - dn k, ?_⟩
  push_cast
  linear_combination (1 / 2 : ℂ) * hm' - e'
```

An eigenvector has some nonzero component `k`. Since the matrix is diagonal, comparing that component on both sides of the eigenvalue equation identifies μ with the z spin of configuration `k`, and the odd electron number does the rest.

```lean
omit [DecidableEq a] in
/-- If a total spin component with Hermitian parts `A` and `B` annihilates the state, the block's
reduced density matrix commutes with `A`. -/
theorem reducedDensity_commute {A : Matrix a a ℂ} {B : Matrix b b ℂ} {C : Matrix a b ℂ}
    (hA : A.IsHermitian) (hB : B.IsHermitian) (h : totalSpin A B C = 0) :
    reducedDensity C * A = A * reducedDensity C := by
  have h1 : A * C = -(C * Bᵀ) := eq_neg_of_add_eq_zero_left h
  have h2 := congrArg conjTranspose h1
  rw [conjTranspose_mul, conjTranspose_neg, conjTranspose_mul, hA.eq, hB.transpose.eq] at h2
  rw [reducedDensity, Matrix.mul_assoc, h2, ← Matrix.mul_assoc A, h1, Matrix.mul_neg,
    Matrix.neg_mul, Matrix.mul_assoc]
```

In this proof `h1` is A C = −C Bᵀ and `h2` is its adjoint. The final rewriting is the chain of equalities from ρA to Aρ.

```lean
/-- Let a block whose configurations all have an odd number of electrons carry Hermitian spins
with `[Ax, Ay] = i Sz`. If the x and y total spin, with Hermitian environment parts, annihilate the
state, every eigenvalue of the block's reduced density matrix has even multiplicity. -/
theorem singlet_weights_paired {Ax Ay : Matrix a a ℂ} {Bx By : Matrix b b ℂ} {C : Matrix a b ℂ}
    (up dn : a → ℕ) (hN : ∀ k, Odd (up k + dn k))
    (h : Ax * Ay - Ay * Ax = Complex.I • spinZ up dn)
    (hAx : Ax.IsHermitian) (hAy : Ay.IsHermitian) (hBx : Bx.IsHermitian) (hBy : By.IsHermitian)
    (hx : totalSpin Ax Bx C = 0) (hy : totalSpin Ay By C = 0) (w : ℂ) :
    Even (finrank ℂ (Module.End.eigenspace (toLin' (reducedDensity C)) w)) := by
  have h1 := congrArg toLin' h
  have h2 := congrArg toLin' (reducedDensity_commute hAx hBx hx)
  have h3 := congrArg toLin' (reducedDensity_commute hAy hBy hy)
  rw [map_sub, toLin'_mul, toLin'_mul, map_smul] at h1
  rw [toLin'_mul, toLin'_mul] at h2 h3
  exact even_multiplicity h1 (spinZ_halfOdd up dn hN) h2 h3 w
```

The map `toLin'` turns a matrix into the operator it represents, after which `even_multiplicity` applies. The singlet condition enters as `hx` and `hy`; the z component of the total spin is not needed. The commutator of the block spins is a hypothesis, which stands for the angular-momentum algebra of the electrons and is not derived here from fermion operators. Every configuration in `a` must have an odd electron number, so for a block that contains both parities `a` stands for the odd sector alone.

## The two-electron singlet again

```lean
/-- The x spin matrix of one electron. -/
def sx : Matrix (Fin 2) (Fin 2) ℂ := !![0, 1 / 2; 1 / 2, 0]

/-- The y spin matrix of one electron. -/
def sy : Matrix (Fin 2) (Fin 2) ℂ := !![0, -(Complex.I / 2); Complex.I / 2, 0]
```

The opening example satisfies the hypotheses of `singlet_weights_paired`. Its first configuration is ↑ and its second ↓, in the block as in the environment.

```lean
/-- One electron in the block and one in the environment, with coefficient matrix
`!![0, 1; -1, 0]`, meet all hypotheses of `singlet_weights_paired`. -/
theorem singlet_weights_paired_witness :
    (∀ k : Fin 2, Odd ((![1, 0] : Fin 2 → ℕ) k + (![0, 1] : Fin 2 → ℕ) k)) ∧
    sx * sy - sy * sx = Complex.I • spinZ ![1, 0] ![0, 1] ∧
    sx.IsHermitian ∧ sy.IsHermitian ∧
    totalSpin sx sx !![0, 1; -1, 0] = 0 ∧ totalSpin sy sy !![0, 1; -1, 0] = 0 := by
  refine ⟨by decide, ?_, ?_, ?_, ?_, ?_⟩
  · ext i j
    fin_cases i <;> fin_cases j <;>
      simp [sx, sy, spinZ] <;> ring
  · change sxᴴ = sx
    ext i j
    fin_cases i <;> fin_cases j <;> simp [sx, conjTranspose_apply]
  · change syᴴ = sy
    ext i j
    fin_cases i <;> fin_cases j <;> simp [sy, conjTranspose_apply] <;> ring
  · ext i j
    simp only [totalSpin, Matrix.add_apply, Matrix.mul_apply, Matrix.transpose_apply,
      Fin.sum_univ_two, Matrix.zero_apply]
    fin_cases i <;> fin_cases j <;> simp [sx]
  · ext i j
    simp only [totalSpin, Matrix.add_apply, Matrix.mul_apply, Matrix.transpose_apply,
      Fin.sum_univ_two, Matrix.zero_apply]
    fin_cases i <;> fin_cases j <;> simp [sy]

end

end SpinMultipletTruncation
```

The matrix equations are verified entry by entry. The coefficient matrix used here is √2 times the normalised one, so C Cᴴ is the identity, and normalisation restores the weight 1/2, occurring twice.

```lean
#print axioms SpinMultipletTruncation.odd_truncation_splits
#print axioms SpinMultipletTruncation.spinZ_halfOdd
#print axioms SpinMultipletTruncation.singlet_weights_paired
```

```
'SpinMultipletTruncation.odd_truncation_splits' depends on axioms: [propext, Classical.choice, Quot.sound]
'SpinMultipletTruncation.spinZ_halfOdd' depends on axioms: [propext, Classical.choice, Quot.sound]
'SpinMultipletTruncation.singlet_weights_paired' depends on axioms: [propext, Classical.choice, Quot.sound]
```
